# Ehrenfest's equations and the wall force for finite superpositions in the infinite well

Take a particle in the well \([0,\pi]\), with \(\hbar=m=1\), in a finite superposition of energy levels. Its mean position and momentum obey

\[
\frac{d\langle x\rangle}{dt}=\langle p\rangle,\qquad
\frac{d\langle p\rangle}{dt}=\frac{|\psi_x(0,t)|^2-|\psi_x(\pi,t)|^2}{2},
\]

where \(\psi_x\) is the spatial derivative of the normalised wave function \(\psi\). For \(\psi=(\sin x\,e^{-it/2}+\sin 2x\,e^{-2it})/\sqrt\pi\),

\[
\langle x\rangle=\frac{\pi}{2}-\frac{16}{9\pi}\cos\frac{3t}{2},\qquad
\langle p\rangle=\frac{8}{3\pi}\sin\frac{3t}{2}.
\]

The potential is zero inside the well, yet the mean momentum changes: for this single particle between hard walls, the force is read off from the slopes of \(\psi\) at the walls.

## Matrix elements, beats and wall terms

Write \(\psi=\sum_n a_n(t)\sin nx\) with \(a_n=c_n e^{-in^2t/2}\), where the \(c_n\) are constant coefficients and \(m,n\) now label levels. Define

\[
X_{mn}=\int_0^\pi \sin mx\;x\sin nx\,dx,\qquad
D_{mn}=\int_0^\pi \sin mx\;n\cos nx\,dx .
\]

With \(p=-i\,d/dx\), the means are

\[
\langle x\rangle=\sum_{m,n}\bar a_m a_n X_{mn},\qquad
\langle p\rangle=\sum_{m,n}\bar a_m a_n(-iD_{mn}).
\]

Two identities connect these elements. First, differentiation gives

\[
\frac{d}{dx}\Big[x(n\sin mx\cos nx-m\cos mx\sin nx)+\sin mx\sin nx\Big]
=(m^2-n^2)\,x\sin mx\sin nx+2n\sin mx\cos nx .
\]

The bracket vanishes at both walls, so \((m^2-n^2)X_{mn}=-2D_{mn}\). Second,

\[
\frac{d}{dx}\Big[-mn\cos mx\cos nx-n^2\sin mx\sin nx\Big]=(m^2-n^2)\,n\sin mx\cos nx .
\]

Here the cosines survive at the walls, and \((m^2-n^2)D_{mn}=mn(1-\cos m\pi\cos n\pi)\).

Since \(\bar a_m a_n=\bar c_m c_n e^{i(m^2-n^2)t/2}\), a time derivative multiplies each term by \(i(m^2-n^2)/2\). Therefore

\[
\frac{d\langle x\rangle}{dt}=\sum_{m,n}\bar a_m a_n\,\frac i2(-2D_{mn})=\langle p\rangle,
\]
\[
\frac{d\langle p\rangle}{dt}=\frac12\sum_{m,n}\bar a_m a_n\,mn(1-\cos m\pi\cos n\pi).
\]

Because \(\psi_x=\sum_n a_n n\cos nx\), the last right-hand side, including its factor \(\frac12\), is half of \(|\psi_x(0,t)|^2-|\psi_x(\pi,t)|^2\).

For levels 1 and 2, the identities give \(D_{12}=-4/3\), \(D_{21}=4/3\) and \(X_{12}=X_{21}=-8/9\). On the diagonal, \(D_{nn}=0\) by the first identity. For \(n\ge1\), \(\sin^2 nx\) is symmetric about \(\pi/2\) and has integral \(\pi/2\) over the well, so

\[
X_{nn}=\int_0^\pi x\sin^2 nx\,dx=\frac{\pi^2}{4}.
\]

With \(c_1=c_2=1/\sqrt\pi\),

\[
\langle x\rangle=\frac1\pi\Big(\frac{\pi^2}{2}-\frac{16}{9}\cos\frac{3t}{2}\Big),\qquad
\langle p\rangle=\frac{-i}{\pi}\cdot\frac43\Big(e^{3it/2}-e^{-3it/2}\Big),
\]

which are the stated formulas.

### The state at \(t=0\)

The slopes are \(\psi_x(0,0)=(1+2)/\sqrt\pi\) and \(\psi_x(\pi,0)=(-1+2)/\sqrt\pi\). The wall force is \((9-1)/(2\pi)=4/\pi\approx1.273\). Differentiating \(\langle p\rangle\) gives \(\frac{8}{3\pi}\cdot\frac32=\frac4\pi\) as well. The particle starts at \(\langle x\rangle\approx1.005\), left of centre, with \(\langle p\rangle=0\), and is pushed to the right.

## The well and its mean values in Lean

```lean
import Mathlib

open Complex
open Finset (sum_congr mul_sum sum_pair sum_sub_distrib sum_div)
open scoped Real ComplexConjugate

namespace InfiniteWellEhrenfest

noncomputable section
```

The finite set `s` selects the levels and `c` gives their coefficients. The energies \(n^2/2\) are built into the phases.

```lean
/-- Amplitude of level `n` at time `t`; the level has energy `n² / 2`. -/
def amp (c : ℕ → ℂ) (n : ℕ) (t : ℝ) : ℂ := c n * exp (-(I * n ^ 2 * t / 2))

/-- Superposition of the levels in `s` of the well `[0, π]`, with coefficients `c`. -/
def psi (s : Finset ℕ) (c : ℕ → ℂ) (x t : ℝ) : ℂ :=
  ∑ n ∈ s, amp c n t * (Real.sin (n * x) : ℝ)
```

A level \(n=0\) is allowed in `s`, but its sine is zero and it adds nothing.

```lean
/-- The spatial derivative of the wave function. -/
def psiX (s : Finset ℕ) (c : ℕ → ℂ) (x t : ℝ) : ℂ := deriv (fun y => psi s c y t) x
```

`psiX` is an actual derivative of the sine formula, which continues past the walls. At \(0\) and \(\pi\) it therefore gives the slope seen from inside the well.

```lean
/-- The integral `⟨ψ, x ψ⟩` over the well. -/
def meanX (s : Finset ℕ) (c : ℕ → ℂ) (t : ℝ) : ℂ :=
  ∫ x in (0 : ℝ)..π, conj (psi s c x t) * (x * psi s c x t)

/-- The integral `⟨ψ, p ψ⟩` over the well, with `p = -i d/dx`. -/
def meanP (s : Finset ℕ) (c : ℕ → ℂ) (t : ℝ) : ℂ :=
  ∫ x in (0 : ℝ)..π, conj (psi s c x t) * (-I * psiX s c x t)
```

These integrals are complex-valued and are not divided by the norm. The squared norm is the constant \(\frac\pi2\sum_{n\in s,\,n\ge1}|c_n|^2\); for a nonzero state, dividing the means and the wall force by it gives the normalised quantities. It equals 1 in the two-level example, a short integral left to the reader and not part of the Lean development.

```lean
/-- Matrix element of `x` between `sin (m x)` and `sin (n x)`. -/
def xElem (m n : ℕ) : ℝ := ∫ x in (0 : ℝ)..π, Real.sin (m * x) * (x * Real.sin (n * x))

/-- Matrix element of `d/dx` between `sin (m x)` and `sin (n x)`. -/
def dElem (m n : ℕ) : ℝ := ∫ x in (0 : ℝ)..π, Real.sin (m * x) * (n * Real.cos (n * x))
```

## Level-by-level derivatives and the Schrödinger equation

The next three lemmas supply the derivatives of the modes, the beat phase of a pair of levels, and the expansion of \(\psi_x\).

```lean
/-- Spatial derivatives of `sin (n x)` and `cos (n x)`. -/
theorem mode_deriv (n : ℕ) (x : ℝ) :
    HasDerivAt (fun y : ℝ => Real.sin (n * y)) (n * Real.cos (n * x)) x ∧
    HasDerivAt (fun y : ℝ => Real.cos (n * y)) (-(n * Real.sin (n * x))) x := by
  have h : HasDerivAt (fun y : ℝ => (n : ℝ) * y) (n : ℝ) x := by
    simpa using (hasDerivAt_id' x).const_mul (n : ℝ)
  exact ⟨h.sin.congr_deriv (by ring), h.cos.congr_deriv (by ring)⟩

/-- Two levels beat against each other at the difference of their energies. -/
theorem beat (c : ℕ → ℂ) (m n : ℕ) (t : ℝ) : conj (amp c m t) * amp c n t =
    conj (c m) * c n * exp (I * ((m : ℂ) ^ 2 - n ^ 2) * t / 2) := by
  have h : conj (-(I * (m : ℂ) ^ 2 * t / 2)) = I * m ^ 2 * t / 2 := by
    simp only [map_neg, map_div₀, map_mul, map_pow, conj_I, conj_ofReal, map_natCast, map_ofNat]
    ring
  have h' : exp (I * ((m : ℂ) ^ 2 - n ^ 2) * t / 2) =
      exp (I * m ^ 2 * t / 2) * exp (-(I * n ^ 2 * t / 2)) := by
    rw [← Complex.exp_add]; congr 1; ring
  rw [amp, amp, map_mul, ← exp_conj, h, h']
  ring

/-- The slope of the wave function, level by level. -/
theorem psiX_eq (s : Finset ℕ) (c : ℕ → ℂ) (x t : ℝ) :
    psiX s c x t = ∑ n ∈ s, amp c n t * ((n * Real.cos (n * x) : ℝ) : ℂ) := by
  unfold psiX psi
  exact (HasDerivAt.fun_sum fun n _ => (mode_deriv n x).1.ofReal_comp.const_mul _).deriv
```

The following theorem confirms that `psi` describes the intended system: it vanishes at both walls and satisfies \(i\psi_t=-\frac12\psi_{xx}\). The proof differentiates each term in time and twice in space, then compares coefficients using \(i^2=-1\).

```lean
/-- The wave function vanishes at both walls and obeys `i ψ_t = -ψ_xx / 2`. -/
theorem schrodinger (s : Finset ℕ) (c : ℕ → ℂ) (x t : ℝ) :
    psi s c 0 t = 0 ∧ psi s c π t = 0 ∧
    I * deriv (fun τ => psi s c x τ) t = -(1 / 2) * deriv (fun y => psiX s c y t) x := by
  refine ⟨by simp [psi], by simp only [psi, Real.sin_nat_mul_pi, ofReal_zero, mul_zero,
    Finset.sum_const_zero], ?_⟩
  have hid : HasDerivAt (fun y : ℝ => (y : ℂ)) 1 t := by
    simpa using (hasDerivAt_id' t).ofReal_comp
  have ha (n : ℕ) : HasDerivAt (fun τ : ℝ => amp c n τ) (-(I * n ^ 2 / 2) * amp c n t) t :=
    ((((hid.const_mul (I * (n : ℂ) ^ 2)).div_const 2).fun_neg).cexp.const_mul (c n)).congr_deriv
      (by simp only [amp]; ring)
  have h1 : deriv (fun τ => psi s c x τ) t = _ :=
    (HasDerivAt.fun_sum fun n (_ : n ∈ s) =>
      (ha n).mul_const ((Real.sin (n * x) : ℝ) : ℂ)).deriv
  simp only [psiX_eq]
  rw [h1, (HasDerivAt.fun_sum fun n (_ : n ∈ s) =>
    ((mode_deriv n x).2.const_mul (n : ℝ)).ofReal_comp.const_mul (amp c n t)).deriv,
    mul_sum, mul_sum]
  refine sum_congr rfl fun n _ => ?_
  simp only [ofReal_mul, ofReal_neg, ofReal_natCast]
  linear_combination (-((n : ℂ) ^ 2 / 2 * amp c n t * (Real.sin (n * x) : ℝ))) * I_sq
```

## The two matrix-element identities

In both proofs `hF` states the derivative of the bracket used above, and the fundamental theorem of calculus evaluates its integral. In the first, the simplification removes every boundary term.

```lean
/-- `m² - n²` times the matrix element of `x` is `-2` times the matrix element of `d/dx`. -/
theorem position_element (m n : ℕ) :
    ((m : ℝ) ^ 2 - n ^ 2) * xElem m n = -2 * dElem m n := by
  have hF : ∀ x ∈ Set.uIcc 0 π, HasDerivAt (fun y : ℝ => y * (Real.sin (m * y) *
      (n * Real.cos (n * y)) - m * Real.cos (m * y) * Real.sin (n * y)) +
      Real.sin (m * y) * Real.sin (n * y))
      (((m : ℝ) ^ 2 - n ^ 2) * (Real.sin (m * x) * (x * Real.sin (n * x))) +
        2 * (Real.sin (m * x) * (n * Real.cos (n * x)))) x := fun x _ => by
    obtain ⟨sm, cm⟩ := mode_deriv m x
    obtain ⟨sn, cn⟩ := mode_deriv n x
    exact (((hasDerivAt_id' x).fun_mul ((sm.fun_mul (cn.const_mul (n : ℝ))).fun_sub
      ((cm.const_mul (m : ℝ)).fun_mul sn))).fun_add (sm.fun_mul sn)).congr_deriv (by ring)
  have h := intervalIntegral.integral_eq_sub_of_hasDerivAt hF
    (Continuous.intervalIntegrable (by fun_prop) _ _)
  rw [intervalIntegral.integral_add (Continuous.intervalIntegrable (by fun_prop) _ _)
    (Continuous.intervalIntegrable (by fun_prop) _ _), intervalIntegral.integral_const_mul,
    intervalIntegral.integral_const_mul] at h
  -- the boundary terms vanish at both walls
  simp only [Real.sin_nat_mul_pi, mul_zero, zero_mul, Real.sin_zero, sub_zero, add_zero] at h
  unfold xElem dElem
  linarith
```

In the second, the cosine products remain.

```lean
/-- `m² - n²` times the matrix element of `d/dx` is `m n (1 - cos (m π) cos (n π))`. -/
theorem momentum_element (m n : ℕ) : ((m : ℝ) ^ 2 - n ^ 2) * dElem m n =
    m * n * (1 - Real.cos (m * π) * Real.cos (n * π)) := by
  have hF : ∀ x ∈ Set.uIcc 0 π, HasDerivAt (fun y : ℝ => -(m * n : ℝ) *
      (Real.cos (m * y) * Real.cos (n * y)) - (n : ℝ) ^ 2 * (Real.sin (m * y) * Real.sin (n * y)))
      (((m : ℝ) ^ 2 - n ^ 2) * (Real.sin (m * x) * (n * Real.cos (n * x)))) x := fun x _ => by
    obtain ⟨sm, cm⟩ := mode_deriv m x
    obtain ⟨sn, cn⟩ := mode_deriv n x
    exact (((cm.fun_mul cn).const_mul (-(m * n : ℝ))).fun_sub
      ((sm.fun_mul sn).const_mul ((n : ℝ) ^ 2))).congr_deriv (by ring)
  rw [dElem, ← intervalIntegral.integral_const_mul,
    intervalIntegral.integral_eq_sub_of_hasDerivAt hF
      (Continuous.intervalIntegrable (by fun_prop) _ _)]
  simp only [Real.sin_nat_mul_pi, mul_zero, Real.cos_zero, Real.sin_zero]
  ring
```

## From double sums to Ehrenfest's equations

The auxiliary statement `key` exchanges the integral with the two finite sums. It is applied once with \(x\sin nx\) and once with \(n\cos nx\).

```lean
/-- Both mean values as double sums over the levels. -/
theorem means_expand (s : Finset ℕ) (c : ℕ → ℂ) (t : ℝ) :
    meanX s c t = ∑ m ∈ s, ∑ n ∈ s, conj (amp c m t) * amp c n t * (xElem m n : ℂ) ∧
    meanP s c t = ∑ m ∈ s, ∑ n ∈ s, conj (amp c m t) * amp c n t * (-I * dElem m n) := by
  -- integrate a product of two finite sums term by term
  have key (k : ℂ) (g : ℕ → ℝ → ℝ) (hg : ∀ n, Continuous (g n)) :
      ∫ x in (0 : ℝ)..π, conj (psi s c x t) * (k * ∑ n ∈ s, amp c n t * (g n x : ℂ)) =
      ∑ m ∈ s, ∑ n ∈ s, conj (amp c m t) * amp c n t *
        (k * ((∫ x in (0 : ℝ)..π, Real.sin (m * x) * g n x : ℝ) : ℂ)) := by
    have h (x : ℝ) : conj (psi s c x t) * (k * ∑ n ∈ s, amp c n t * (g n x : ℂ)) =
        ∑ m ∈ s, ∑ n ∈ s, conj (amp c m t) * amp c n t * k *
          ((Real.sin (m * x) * g n x : ℝ) : ℂ) := by
      rw [psi, map_sum, mul_sum, Finset.sum_mul_sum]
      refine sum_congr rfl fun m _ => sum_congr rfl fun n _ => ?_
      rw [map_mul, conj_ofReal, ofReal_mul]
      ring
    have hc (m n : ℕ) : Continuous fun x : ℝ => conj (amp c m t) * amp c n t * k *
        ((Real.sin (m * x) * g n x : ℝ) : ℂ) := by
      have := hg n
      fun_prop
    simp only [h]
    rw [intervalIntegral.integral_finsetSum fun m _ =>
      (continuous_finsetSum _ fun n _ => hc m n).intervalIntegrable _ _]
    refine sum_congr rfl fun m _ => ?_
    rw [intervalIntegral.integral_finsetSum fun n _ => (hc m n).intervalIntegrable _ _]
    refine sum_congr rfl fun n _ => ?_
    rw [intervalIntegral.integral_const_mul, intervalIntegral.integral_ofReal]
    ring
  constructor
  · have h := key 1 (fun n x => x * Real.sin (n * x)) (fun n => by fun_prop)
    simp only [one_mul] at h
    refine Eq.trans (intervalIntegral.integral_congr fun x _ => ?_) h
    refine congrArg (conj (psi s c x t) * ·) ?_
    rw [psi, mul_sum]
    exact sum_congr rfl fun n _ => by rw [ofReal_mul]; ring
  · simp only [meanP, psiX_eq]
    exact key (-I) (fun n x => n * Real.cos (n * x)) (fun n => by fun_prop)
```

The theorem `ehrenfest` holds for every finite `s`, all complex coefficients and every real time. `HasDerivAt` says that the mean is differentiable at `t` with the given derivative. Infinite superpositions, finite walls and an added potential lie beyond its statement.

In the proof, `key` now differentiates a double sum, producing the factor \(i(m^2-n^2)/2\). The position identity closes the first half. For the second, `hn` expands the squared slope, and the momentum identity matches the two sides term by term.

```lean
/-- Ehrenfest's theorem in the well, for any finite superposition of levels: `d⟨x⟩/dt = ⟨p⟩`,
and `d⟨p⟩/dt` is half the difference of the squared slopes of `ψ` at the left and right walls. -/
theorem ehrenfest (s : Finset ℕ) (c : ℕ → ℂ) (t : ℝ) :
    HasDerivAt (meanX s c) (meanP s c t) t ∧
    HasDerivAt (meanP s c) (((‖psiX s c 0 t‖ ^ 2 - ‖psiX s c π t‖ ^ 2) / 2 : ℝ) : ℂ) t := by
  have hid : HasDerivAt (fun y : ℝ => (y : ℂ)) 1 t := by
    simpa using (hasDerivAt_id' t).ofReal_comp
  -- every pair of levels contributes its beat frequency
  have key (K : ℕ → ℕ → ℂ) : HasDerivAt
      (fun τ : ℝ => ∑ m ∈ s, ∑ n ∈ s, conj (amp c m τ) * amp c n τ * K m n)
      (∑ m ∈ s, ∑ n ∈ s, I * ((m : ℂ) ^ 2 - n ^ 2) / 2 *
        (conj (amp c m t) * amp c n t) * K m n) t := by
    simp only [beat]
    exact HasDerivAt.fun_sum fun m _ => HasDerivAt.fun_sum fun n _ =>
      ((((hid.const_mul (I * ((m : ℂ) ^ 2 - n ^ 2))).div_const 2).cexp.const_mul
        (conj (c m) * c n)).mul_const (K m n)).congr_deriv (by ring)
  constructor
  · rw [funext fun τ => (means_expand s c τ).1, (means_expand s c t).2]
    refine (key fun m n => (xElem m n : ℂ)).congr_deriv ?_
    refine sum_congr rfl fun m _ => sum_congr rfl fun n _ => ?_
    have e := congrArg (fun r : ℝ => (r : ℂ)) (position_element m n)
    push_cast at e
    linear_combination (I / 2 * (conj (amp c m t) * amp c n t)) * e
  · have hn (x : ℝ) : ((‖psiX s c x t‖ ^ 2 : ℝ) : ℂ) = ∑ m ∈ s, ∑ n ∈ s,
        conj (amp c m t) * amp c n t *
          ((m * Real.cos (m * x) * (n * Real.cos (n * x)) : ℝ) : ℂ) := by
      rw [ofReal_pow, ← conj_mul', psiX_eq, map_sum, Finset.sum_mul_sum]
      refine sum_congr rfl fun m _ => sum_congr rfl fun n _ => ?_
      simp only [map_mul, conj_ofReal, ofReal_mul]
      ring
    rw [funext fun τ => (means_expand s c τ).2]
    refine (key fun m n => -I * (dElem m n : ℂ)).congr_deriv ?_
    rw [ofReal_div, ofReal_sub, hn, hn, ← sum_sub_distrib, sum_div]
    refine sum_congr rfl fun m _ => ?_
    rw [← sum_sub_distrib, sum_div]
    refine sum_congr rfl fun n _ => ?_
    have e := congrArg (fun r : ℝ => (r : ℂ)) (momentum_element m n)
    simp only [mul_zero, Real.cos_zero]
    push_cast at e ⊢
    linear_combination (1 / 2 * (conj (amp c m t) * amp c n t)) * e -
      (1 / 2 * (conj (amp c m t) * amp c n t) * ((m : ℂ) ^ 2 - n ^ 2) * dElem m n) * I_sq
```

## The two lowest levels

Here `hb` turns each beat phase into a cosine and a sine, and `xd` evaluates the diagonal position elements. The other elements come from the two identities by linear arithmetic, after which the four terms of each double sum are added. The equalities hold between complex numbers, so they also show that both means are real.

```lean
/-- For the two lowest levels with equal coefficients `1/√π`, the mean position is
`π/2 - 16/(9π) cos (3t/2)` and the mean momentum is `8/(3π) sin (3t/2)`. -/
theorem two_level (t : ℝ) :
    meanX {1, 2} (fun _ => ((1 / Real.sqrt π : ℝ) : ℂ)) t =
      ((π / 2 - 16 / (9 * π) * Real.cos (3 * t / 2) : ℝ) : ℂ) ∧
    meanP {1, 2} (fun _ => ((1 / Real.sqrt π : ℝ) : ℂ)) t =
      ((8 / (3 * π) * Real.sin (3 * t / 2) : ℝ) : ℂ) := by
  set c : ℕ → ℂ := fun _ => ((1 / Real.sqrt π : ℝ) : ℂ) with hcdef
  have hπ : (π : ℂ) ≠ 0 := ofReal_ne_zero.mpr Real.pi_ne_zero
  have hb (m n : ℕ) (θ : ℝ) (h : ((m : ℝ) ^ 2 - n ^ 2) * t / 2 = θ) :
      conj (amp c m t) * amp c n t = 1 / π * ((Real.cos θ : ℝ) + (Real.sin θ : ℝ) * I) := by
    have hc : conj (c m) * c n = 1 / (π : ℂ) := by
      simp only [hcdef]
      rw [conj_ofReal, ← ofReal_mul, div_mul_div_comm, one_mul,
        Real.mul_self_sqrt Real.pi_pos.le, ofReal_div, ofReal_one]
    have hθ : I * ((m : ℂ) ^ 2 - n ^ 2) * t / 2 = (θ : ℂ) * I := by
      rw [← h]; push_cast; ring
    rw [beat, hc, hθ, exp_mul_I, ← ofReal_cos, ← ofReal_sin]
  -- diagonal elements of the position
  have xd (n : ℕ) (hn : n ≠ 0) : xElem n n = π ^ 2 / 4 := by
    have hF : ∀ x ∈ Set.uIcc 0 π, HasDerivAt (fun y : ℝ => (n : ℝ) ^ 2 * (y * y) -
        2 * n * (y * (Real.sin (n * y) * Real.cos (n * y))) + Real.sin (n * y) * Real.sin (n * y))
        (4 * (n : ℝ) ^ 2 * (Real.sin (n * x) * (x * Real.sin (n * x)))) x := fun x _ => by
      obtain ⟨sn, cn⟩ := mode_deriv n x
      have hx := hasDerivAt_id' x
      exact ((((hx.fun_mul hx).const_mul ((n : ℝ) ^ 2)).fun_sub
        ((hx.fun_mul (sn.fun_mul cn)).const_mul (2 * (n : ℝ)))).fun_add
        (sn.fun_mul sn)).congr_deriv (by
          linear_combination (-2 * (n : ℝ) ^ 2 * x) * Real.sin_sq_add_cos_sq (n * x))
    have h := intervalIntegral.integral_eq_sub_of_hasDerivAt hF
      (Continuous.intervalIntegrable (by fun_prop) _ _)
    rw [intervalIntegral.integral_const_mul] at h
    simp only [Real.sin_nat_mul_pi, mul_zero, zero_mul, Real.sin_zero, sub_zero, add_zero] at h
    have hn' : (n : ℝ) ≠ 0 := Nat.cast_ne_zero.mpr hn
    apply mul_left_cancel₀ (mul_ne_zero four_ne_zero (pow_ne_zero 2 hn'))
    unfold xElem
    linear_combination h
  -- the remaining elements follow from the two matrix-element identities
  have p11 := position_element 1 1
  have p22 := position_element 2 2
  have p12 := position_element 1 2
  have p21 := position_element 2 1
  have m12 := momentum_element 1 2
  have m21 := momentum_element 2 1
  simp only [Nat.cast_one, Nat.cast_ofNat, one_mul, Real.cos_pi, Real.cos_two_pi]
    at p11 p22 p12 p21 m12 m21
  have d11 : dElem 1 1 = 0 := by linarith
  have d22 : dElem 2 2 = 0 := by linarith
  have d12 : dElem 1 2 = -(4 / 3) := by linarith
  have d21 : dElem 2 1 = 4 / 3 := by linarith
  have x12 : xElem 1 2 = -(8 / 9) := by linarith
  have x21 : xElem 2 1 = -(8 / 9) := by linarith
  have b11 := hb 1 1 0 (by ring)
  have b22 := hb 2 2 0 (by ring)
  have b12 := hb 1 2 (-(3 * t / 2)) (by push_cast; ring)
  have b21 := hb 2 1 (3 * t / 2) (by push_cast; ring)
  have h12 : (1 : ℕ) ≠ 2 := by norm_num
  constructor
  · rw [(means_expand _ c t).1]
    simp only [sum_pair h12, b11, b22, b12, b21, xd 1 one_ne_zero, xd 2 two_ne_zero, x12, x21,
      Real.cos_zero, Real.sin_zero, Real.cos_neg, Real.sin_neg, ofReal_mul, ofReal_div,
      ofReal_sub, ofReal_neg, ofReal_pow, ofReal_ofNat, ofReal_one, ofReal_zero]
    field_simp
    ring
  · rw [(means_expand _ c t).2]
    simp only [sum_pair h12, b11, b22, b12, b21, d11, d22, d12, d21,
      Real.cos_zero, Real.sin_zero, Real.cos_neg, Real.sin_neg, ofReal_mul, ofReal_div,
      ofReal_neg, ofReal_ofNat, ofReal_one, ofReal_zero]
    linear_combination (-(8 / (3 * (π : ℂ))) * (Real.sin (3 * t / 2) : ℝ)) * I_sq

end

end InfiniteWellEhrenfest
```

```lean
#print axioms InfiniteWellEhrenfest.schrodinger
#print axioms InfiniteWellEhrenfest.ehrenfest
#print axioms InfiniteWellEhrenfest.two_level
```

```
'InfiniteWellEhrenfest.schrodinger' depends on axioms: [propext, Classical.choice, Quot.sound]
'InfiniteWellEhrenfest.ehrenfest' depends on axioms: [propext, Classical.choice, Quot.sound]
'InfiniteWellEhrenfest.two_level' depends on axioms: [propext, Classical.choice, Quot.sound]
```
